# If Q is orthogonal and QU fixes a vector, U preserves that vector's length

Let `Q` and `U` be real 3 × 3 matrices, with `Q` orthogonal (a rotation, possibly combined with a reflection), and let `x` be a real vector that the product `Q * U` leaves fixed. The theorem says that `U *ᵥ x` has the same dot product with itself as `x` has, so `U` does not change the length of this vector. `U` itself need not be orthogonal, and `x` need not be normalised and may be zero. The proof first draws `Qᵀ * Q = 1` from the orthogonality of `Q`, and from this shows that `Q` preserves the squared length of every vector. Applied to `U *ᵥ x`, this turns the squared length of `U *ᵥ x` into that of `(Q * U) *ᵥ x`, which is `x` by hypothesis.

This version doesn't compile in Lean 4 with Mathlib:

```lean
import Mathlib

open Matrix

namespace LengthPreserved

/-- If `Q` is orthogonal and `Q U` fixes `x`, then `U` leaves the length of `x` unchanged. -/
theorem length_preserved {Q U : Matrix (Fin 3) (Fin 3) ℝ}
    (hQ : Q ∈ Matrix.orthogonalGroup (Fin 3) ℝ) {x : Fin 3 → ℝ}
    (h : (Q * U) *ᵥ x = x) : (U *ᵥ x) ⬝ᵥ (U *ᵥ x) = x ⬝ᵥ x := by
  have hQ' : Qᵀ * Q = 1 := by
    simpa [Matrix.star_eq_conjTranspose, Matrix.conjTranspose_eq_transpose_of_trivial]
      using Matrix.mem_orthogonalGroup_iff'.mp hQ
  have key : ∀ y : Fin 3 → ℝ, (Q *ᵥ y) ⬝ᵥ (Q *ᵥ y) = y ⬝ᵥ y := by
    intro y
    rw [Matrix.dotProduct_mulVec, ← Matrix.mulVec_transpose, Matrix.mulVec_mulVec, hQ',
      Matrix.one_mulVec]
  rw [← key (U *ᵥ x), Matrix.mulVec_mulVec, h]

end LengthPreserved
```

Messages:

```
Main.lean:13:12: error(lean.unknownIdentifier): Unknown constant `Matrix.mem_orthogonalGroup_iff'.mp`
```

Cause. The message says that Lean knows no constant called `Matrix.mem_orthogonalGroup_iff'.mp`. None was intended: `.mp` was meant to take the forward direction of the equivalence `Matrix.mem_orthogonalGroup_iff'`. But that lemma takes the index type and the scalar ring as explicit arguments, and until they are given it is a function, not yet an equivalence, so it has no forward direction to take. The repair writes `(Matrix.mem_orthogonalGroup_iff' (Fin 3) ℝ).mp hQ`, which supplies both arguments first; `.mp` then applies to a true equivalence and can be given `hQ`.

The diff also drops the `simpa` call and its two lemmas on the conjugate transpose. The message makes no complaint about these. Since the repaired file compiles, Lean accepts the lemma's result directly as `Qᵀ * Q = 1`, and no simplification is needed, so this part of the change is tidying.

The mended proof, as a diff:

```diff
@@ -9,7 +9,5 @@
     (hQ : Q ∈ Matrix.orthogonalGroup (Fin 3) ℝ) {x : Fin 3 → ℝ}
     (h : (Q * U) *ᵥ x = x) : (U *ᵥ x) ⬝ᵥ (U *ᵥ x) = x ⬝ᵥ x := by
-  have hQ' : Qᵀ * Q = 1 := by
-    simpa [Matrix.star_eq_conjTranspose, Matrix.conjTranspose_eq_transpose_of_trivial]
-      using Matrix.mem_orthogonalGroup_iff'.mp hQ
+  have hQ' : Qᵀ * Q = 1 := (Matrix.mem_orthogonalGroup_iff' (Fin 3) ℝ).mp hQ
   have key : ∀ y : Fin 3 → ℝ, (Q *ᵥ y) ⬝ᵥ (Q *ᵥ y) = y ⬝ᵥ y := by
     intro y
```
